# A matrix that commutes with a time-independent Hamiltonian has a conserved expectation value

In a finite-dimensional space, let `H` be a fixed Hermitian matrix and `A` any complex matrix that commutes with it; `A` need not be Hermitian. The theorem says that evolving a vector ψ by U = exp(−i dt H), for any real dt and with ħ = 1, leaves ⟨ψ|A|ψ⟩ unchanged. The vector is not assumed normalised, so this number is the expectation value itself when ψ has unit norm, and otherwise the expectation value times ⟨ψ|ψ⟩. The proof shows that the generator −i dt H is anti-Hermitian, so that U†U = 1, and that `A` commutes with U. Together these give U†AU = A, which is then applied between the two copies of ψ.

The failing Lean file:

```lean
import Mathlib

open Matrix Filter Topology

namespace ExpectationConserved

noncomputable section

variable {ι : Type*} [Fintype ι] [DecidableEq ι]

/-- The propagator `exp(-i dt H)` of a fixed Hamiltonian. -/
def propagator (H : Matrix ι ι ℂ) (dt : ℝ) : Matrix ι ι ℂ :=
  NormedSpace.exp ((-(Complex.I * (dt : ℂ))) • H)

/-- Evolution under a fixed Hermitian `H` preserves the expectation value of every
matrix that commutes with `H`. -/
theorem expectation_conserved {H A : Matrix ι ι ℂ} (hH : H.IsHermitian)
    (hA : Commute A H) (dt : ℝ) (ψ : ι → ℂ) :
    star (propagator H dt *ᵥ ψ) ⬝ᵥ A *ᵥ (propagator H dt *ᵥ ψ) = star ψ ⬝ᵥ A *ᵥ ψ := by
  -- the generator is anti-Hermitian, hence the propagator is unitary
  have hs : ((-(Complex.I * (dt : ℂ))) • H)ᴴ = -((-(Complex.I * (dt : ℂ))) • H) := by
    rw [conjTranspose_smul, hH.eq, ← neg_smul]
    congr 1
    simp [mul_comm]
  have hU : (propagator H dt)ᴴ * propagator H dt = 1 := by
    unfold propagator
    rw [← Matrix.exp_conjTranspose, hs,
      ← Matrix.exp_add_of_commute _ _ ((Commute.refl _).neg_left), neg_add_cancel,
      NormedSpace.exp_zero]
  have hc : A * propagator H dt = propagator H dt * A :=
    ((hA.smul_right (-(Complex.I * (dt : ℂ)))).exp_right).eq
  have key : (propagator H dt)ᴴ * (A * propagator H dt) = A := by
    rw [hc, ← Matrix.mul_assoc, hU, Matrix.one_mul]
  rw [star_mulVec, ← dotProduct_mulVec]
  simp only [mulVec_mulVec, Matrix.mul_assoc]
  rw [key]

end

end ExpectationConserved
```

Messages:

```
Main.lean:28:39: error(lean.synthInstanceFailed): failed to synthesize instance of type class
  HasDistribNeg (Matrix ?m.151 ?m.151 ?m.152)

Hint: Type class instance resolution failures can be inspected with the `set_option trace.Meta.synthInstance true` command.
Main.lean:35:28: warning: This simp argument is unused:
  Matrix.mul_assoc

Hint: Omit it from the simp argument list.
  [apply] simp only [mulVec_mulVec]

Note: This linter can be disabled with `set_option linter.unusedSimpArgs false`
```

The error arises in the proof of U†U = 1, where `Matrix.exp_add_of_commute` is used from right to left to merge two exponentials. It needs a proof that the two exponents commute, and `(Commute.refl _).neg_left` is meant to supply it. `neg_left` requires a `HasDistribNeg` instance, which says how negation interacts with multiplication. Lean looks for that instance while elaborating the term, before the rewrite has matched the goal. With only underscores to go on, the index type and the entry type of the matrices are still unknown, as the `?m.151` and `?m.152` in the message show, and the search fails.

The repair gives `Commute.refl` the matrix `(-(Complex.I * (dt : ℂ))) • H` explicitly. This fixes both types, so the instance can be found.

The other change is mere tidying: the warning says that `Matrix.mul_assoc` is unused in the `simp only` call, and the diff removes it.

Lean accepts the file once it reads:

```diff
@@ -26,5 +26,6 @@
     unfold propagator
     rw [← Matrix.exp_conjTranspose, hs,
-      ← Matrix.exp_add_of_commute _ _ ((Commute.refl _).neg_left), neg_add_cancel,
+      ← Matrix.exp_add_of_commute _ _
+        (Commute.refl ((-(Complex.I * (dt : ℂ))) • H)).neg_left, neg_add_cancel,
       NormedSpace.exp_zero]
   have hc : A * propagator H dt = propagator H dt * A :=
@@ -33,5 +34,5 @@
     rw [hc, ← Matrix.mul_assoc, hU, Matrix.one_mul]
   rw [star_mulVec, ← dotProduct_mulVec]
-  simp only [mulVec_mulVec, Matrix.mul_assoc]
+  simp only [mulVec_mulVec]
   rw [key]
 
```
